# An error bound for one Krylov propagation step with a projected generator

Let \(E\) be a complex Hilbert space, \(A\) a bounded linear operator on \(E\) and \(v\in E\) the vector to be propagated. The norm \(\|A\|\) is the operator norm, and \(\exp(A)=\sum_{k\ge 0}A^k/k!\). For an integer \(m\ge 0\), the Krylov space

\[
K_m=\operatorname{span}\{v,Av,\dots,A^{m-1}v\}
\]

is spanned by \(m\) vectors, numbered from \(0\); for \(m=0\) it is \(\{0\}\). Let \(K\) be a closed subspace, \(P\) the orthogonal projection onto it, and \(B=PAP\) the projected generator. In finite dimension every linear operator is bounded and every subspace is closed.

In NMR, \(v\) can be a density operator written as a vector in Liouville space, and \(A=-itL\), where \(L\) is the Liouvillian and \(t\) the time step. Relaxation generally makes \(L\) non-Hermitian, so no symmetry of \(A\) is assumed.

## Agreement below order \(m\) and the bound it gives

Suppose that \(K\) contains \(A^kv\) for all \(k<m\). Then

\[
B^kv=A^kv\quad(k<m),\qquad
\|\exp(A)v-\exp(B)v\|\le \frac{2\|v\|\,\|A\|^m e^{\|A\|}}{m!}.
\]

**Powers.** For \(k=0\) both sides are \(v\). If \(B^kv=A^kv\) and \(k+1<m\), then \(P\) leaves both \(A^kv\) and \(A^{k+1}v\) unchanged, so

\[
B^{k+1}v=PAP\,A^kv=PA\,A^kv=P A^{k+1}v=A^{k+1}v .
\]

At order \(m\ge 1\) the same calculation stops one equality earlier and gives \(B^mv=PA^mv\). This is the first order at which the two series can differ.

**Norms.** An orthogonal projection does not lengthen vectors, hence \(\|Bx\|\le\|APx\|\le\|A\|\,\|x\|\) and \(\|B\|\le\|A\|\).

**The tail.** Write \(a=\|A\|\). The terms below order \(m\) cancel in the difference of the exponential series:

\[
\exp(A)v-\exp(B)v=\sum_{j\ge0}\frac{A^{j+m}v-B^{j+m}v}{(j+m)!}.
\]

Each numerator has norm at most \(2a^{j+m}\|v\|\). The binomial coefficient \((j+m)!/(j!\,m!)\) is a positive integer, so \(j!\,m!\le(j+m)!\), and the \(j\)-th term is at most

\[
\frac{2\|v\|a^m}{m!}\,\frac{a^j}{j!}.
\]

Summing over \(j\) produces the factor \(e^a\) and the stated bound.

**A time step.** For \(A=-itL\) we have \(A^kv=(-it)^kL^kv\), so the Krylov space of \(L\) contains the required vectors. Since \(P(-itL)P=-it\,PLP\) and \(\|A\|=|t|\,\|L\|\), the bound holds with \(|t|\,\|L\|\) in place of \(\|A\|\).

**The exact case.** If \(A^mv\in K_m\), then \(A\) maps every spanning vector of \(K_m\) into \(K_m\). All powers \(A^kv\) therefore lie in \(K_m\), the two series agree term by term, and \(\exp(B)v=\exp(A)v\).

## The projected generator and the Krylov space in Lean

The space `E` carries a complex inner product, and its dimension is not restricted.

```lean
import Mathlib

open Complex

namespace KrylovPropagation

noncomputable section

variable {E : Type*} [NormedAddCommGroup E] [InnerProductSpace ℂ E]
```

The type `E →L[ℂ] E` consists of the continuous linear maps, which are the bounded operators. The condition `K.HasOrthogonalProjection` says that the projection onto `K` exists, and `K.starProjection` is that projection as an operator on `E`.

```lean
/-- The projected generator `P A P`, with `P` the orthogonal projection onto `K`. -/
def projectedGenerator (A : E →L[ℂ] E) (K : Submodule ℂ E) [K.HasOrthogonalProjection] :
    E →L[ℂ] E :=
  K.starProjection ∘L A ∘L K.starProjection
```

The index type `Fin m` runs over \(0,\dots,m-1\), as in the definition of \(K_m\).

```lean
/-- The Krylov space spanned by `v, A v, ..., A^(m-1) v`. -/
def krylovSpace (A : E →L[ℂ] E) (v : E) (m : ℕ) : Submodule ℂ E :=
  Submodule.span ℂ (Set.range fun k : Fin m => (A ^ (k : ℕ)) v)
```

This space is finite-dimensional, from which Lean obtains its orthogonal projection.

```lean
instance (A : E →L[ℂ] E) (v : E) (m : ℕ) : FiniteDimensional ℂ (krylovSpace A v m) :=
  FiniteDimensional.span_of_finite ℂ (Set.finite_range _)
```

Two small lemmas state that \(A^{k+1}v=A(A^kv)\) and that the Krylov vectors lie in the Krylov space.

```lean
lemma pow_succ_apply (A : E →L[ℂ] E) (k : ℕ) (v : E) :
    (A ^ (k + 1)) v = A ((A ^ k) v) := by
  rw [pow_succ']
  rfl

lemma mem_krylovSpace (A : E →L[ℂ] E) (v : E) {m k : ℕ} (hk : k < m) :
    (A ^ k) v ∈ krylovSpace A v m :=
  Submodule.subset_span ⟨⟨k, hk⟩, rfl⟩
```

## Powers of the projected generator

The hypothesis `hK` says that `K` contains the first `m` Krylov vectors; `K` may be larger than their span. The proof is the induction above: `h0` and `h1` state that the projection fixes \(A^kv\) and \(A^{k+1}v\), and the final rewriting uses them in that order.

```lean
/-- If `K` contains the first `m` Krylov vectors, the powers of the projected generator
below order `m` act on `v` exactly as those of `A`. -/
theorem projected_pow_apply (A : E →L[ℂ] E) (K : Submodule ℂ E) [K.HasOrthogonalProjection]
    (v : E) (m : ℕ) (hK : ∀ k < m, (A ^ k) v ∈ K) :
    ∀ k < m, (projectedGenerator A K ^ k) v = (A ^ k) v := by
  intro k
  induction k with
  | zero => intro _; simp
  | succ k ih =>
    intro hk
    have h0 := Submodule.starProjection_eq_self_iff.mpr (hK k (by omega))
    have h1 := Submodule.starProjection_eq_self_iff.mpr (hK (k + 1) hk)
    rw [pow_succ_apply, ih (by omega)]
    change K.starProjection (A (K.starProjection ((A ^ k) v))) = _
    rw [h0, ← pow_succ_apply, h1]
```

The next theorem treats the first order beyond those covered by `hK`, with \(m=n+1\). Only the inner projection can be removed, so the outer one remains in the result.

```lean
/-- If `K` contains `v, ..., A^n v`, the power of order `n + 1` of the projected generator
gives the orthogonal projection of `A^(n+1) v` onto `K`. -/
theorem projected_pow_first_missed (A : E →L[ℂ] E) (K : Submodule ℂ E)
    [K.HasOrthogonalProjection] (v : E) (n : ℕ) (hK : ∀ k < n + 1, (A ^ k) v ∈ K) :
    (projectedGenerator A K ^ (n + 1)) v = K.starProjection ((A ^ (n + 1)) v) := by
  have h0 := Submodule.starProjection_eq_self_iff.mpr (hK n (by omega))
  rw [pow_succ_apply, projected_pow_apply A K v (n + 1) hK n (by omega)]
  change K.starProjection (A (K.starProjection ((A ^ n) v))) = _
  rw [h0, ← pow_succ_apply]
```

## Norm estimates and the exponential series

The first estimate is \(\|A^kv\|\le\|A\|^k\|v\|\), by induction. The second is \(\|PAP\|\le\|A\|\), where `hP` expresses that the projection does not lengthen vectors.

```lean
lemma norm_pow_apply_le (A : E →L[ℂ] E) (k : ℕ) (v : E) :
    ‖(A ^ k) v‖ ≤ ‖A‖ ^ k * ‖v‖ := by
  induction k with
  | zero => simp
  | succ k ih =>
    rw [pow_succ_apply]
    calc ‖A ((A ^ k) v)‖ ≤ ‖A‖ * ‖(A ^ k) v‖ := A.le_opNorm _
      _ ≤ ‖A‖ * (‖A‖ ^ k * ‖v‖) := mul_le_mul_of_nonneg_left ih (norm_nonneg _)
      _ = ‖A‖ ^ (k + 1) * ‖v‖ := by ring

lemma norm_projectedGenerator_le (A : E →L[ℂ] E) (K : Submodule ℂ E)
    [K.HasOrthogonalProjection] : ‖projectedGenerator A K‖ ≤ ‖A‖ := by
  have hP : ∀ x, ‖K.starProjection x‖ ≤ ‖x‖ := fun x => by
    simpa using K.starProjection.le_of_opNorm_le K.starProjection_norm_le x
  refine ContinuousLinearMap.opNorm_le_bound _ (norm_nonneg _) fun x => ?_
  change ‖K.starProjection (A (K.starProjection x))‖ ≤ _
  exact (hP _).trans ((A.le_opNorm _).trans
    (mul_le_mul_of_nonneg_left (hP x) (norm_nonneg _)))
```

From here on `E` is complete, hence a Hilbert space. `HasSum` states that a series converges to the given value. The operator series for \(\exp(A)\) is turned into a series of vectors by applying the continuous linear map \(B\mapsto Bv\). The expression `NormedSpace.exp A v` means \(\exp(A)\) applied to \(v\).

```lean
variable [CompleteSpace E]

/-- The propagated vector `exp(A) v` is the sum of the series `A^k v / k!`. -/
theorem exp_apply_hasSum (A : E →L[ℂ] E) (v : E) :
    HasSum (fun k : ℕ => ((k.factorial : ℂ)⁻¹) • (A ^ k) v) (NormedSpace.exp A v) := by
  have h : HasSum (fun k : ℕ => ((k.factorial : ℂ)⁻¹) • A ^ k) (NormedSpace.exp A) :=
    NormedSpace.exp_series_hasSum_exp' (𝕂 := ℂ) A
  -- evaluation at v is continuous and linear
  have e1 : ∀ B : E →L[ℂ] E, ContinuousLinearMap.apply ℂ E v B = B v := fun _ => rfl
  have e2 : ∀ (c : ℂ) (B : E →L[ℂ] E), (c • B) v = c • B v := fun _ _ => rfl
  have h2 := (ContinuousLinearMap.apply ℂ E v).hasSum h
  simp only [e1, e2] at h2
  exact h2
```

The tail estimate is stated for any two generators `A` and `B` with norms at most `a` whose first `m` powers agree on `v`. In the proof, `hasSum_nat_add_iff'` removes the first `m` terms, whose sum is zero. Then `hterm` bounds each remaining term through \(j!\,m!\le(j+m)!\), and `norm_le_of_bounded` compares the whole series with the real exponential series `he`.

```lean
/-- Two generators of norm at most `a` whose first `m` powers agree on `v` propagate `v`
to vectors at distance at most `2 ‖v‖ a^m exp(a) / m!`. -/
theorem exp_sub_exp_le (A B : E →L[ℂ] E) (v : E) (m : ℕ) (a : ℝ) (hA : ‖A‖ ≤ a)
    (hB : ‖B‖ ≤ a) (hAB : ∀ k < m, (B ^ k) v = (A ^ k) v) :
    ‖NormedSpace.exp A v - NormedSpace.exp B v‖
      ≤ 2 * ‖v‖ * a ^ m * Real.exp a / m.factorial := by
  have ha : 0 ≤ a := (norm_nonneg A).trans hA
  -- the terms below order m cancel
  have hs := (hasSum_nat_add_iff' m).mpr ((exp_apply_hasSum A v).sub (exp_apply_hasSum B v))
  rw [Finset.sum_eq_zero (fun k hk => by
    rw [hAB k (Finset.mem_range.mp hk), sub_self]), sub_zero] at hs
  have he : HasSum (fun j : ℕ => a ^ j / (j.factorial : ℝ)) (Real.exp a) := by
    rw [Real.exp_eq_exp_ℝ, NormedSpace.exp_eq_tsum_div]
    exact (Real.summable_pow_div_factorial a).hasSum
  -- each remaining term is bounded using j! m! ≤ (j + m)!
  have hterm : ∀ (C : E →L[ℂ] E), ‖C‖ ≤ a → ∀ j : ℕ,
      ‖(((j + m).factorial : ℂ)⁻¹) • (C ^ (j + m)) v‖
        ≤ ‖v‖ * a ^ m / m.factorial * (a ^ j / j.factorial) := by
    intro C hC j
    have h1 : ‖(C ^ (j + m)) v‖ ≤ a ^ (j + m) * ‖v‖ :=
      (norm_pow_apply_le C _ v).trans (by gcongr)
    have h2 : (j.factorial : ℝ) * m.factorial ≤ (j + m).factorial := by
      exact_mod_cast Nat.le_of_dvd (Nat.factorial_pos _)
        (Nat.factorial_mul_factorial_dvd_factorial_add j m)
    have h3 := inv_anti₀ (by positivity) h2
    rw [norm_smul, norm_inv, Complex.norm_natCast]
    refine (mul_le_mul h3 h1 (norm_nonneg _) (by positivity)).trans (le_of_eq ?_)
    rw [pow_add, mul_inv]
    ring
  have hb := hs.norm_le_of_bounded (he.mul_left (2 * (‖v‖ * a ^ m / m.factorial)))
    (fun j => (norm_sub_le _ _).trans (by linarith [hterm A hA j, hterm B hB j]))
  refine hb.trans (le_of_eq ?_)
  ring
```

## The step bound, the time step and the exact case

The main theorem takes `B` to be the projected generator and `a` to be \(\|A\|\). Its three inputs are the tail estimate, the norm of \(PAP\) and the agreement of powers.

```lean
/-- Krylov step error bound: if `K` contains `v, ..., A^(m-1) v`, propagation with `P A P`
instead of `A` changes the result by at most `2 ‖v‖ ‖A‖^m exp(‖A‖) / m!`. -/
theorem krylov_error_bound (A : E →L[ℂ] E) (K : Submodule ℂ E) [K.HasOrthogonalProjection]
    (v : E) (m : ℕ) (hK : ∀ k < m, (A ^ k) v ∈ K) :
    ‖NormedSpace.exp A v - NormedSpace.exp (projectedGenerator A K) v‖
      ≤ 2 * ‖v‖ * ‖A‖ ^ m * Real.exp ‖A‖ / m.factorial :=
  exp_sub_exp_le A _ v m ‖A‖ le_rfl (norm_projectedGenerator_le A K)
    (projected_pow_apply A K v m hK)
```

For the time step, `L` is any bounded operator and `t` any real number. The statement `hc` moves the scalar \(-it\) through the projections, and `hn` evaluates the norm.

```lean
/-- Error bound for a time step `exp(-i t L)` computed in the `m`-th Krylov space of `L`,
where `L` need not be Hermitian. -/
theorem krylov_time_step (L : E →L[ℂ] E) (v : E) (m : ℕ) (t : ℝ) :
    ‖NormedSpace.exp ((-(I * t)) • L) v
        - NormedSpace.exp ((-(I * t)) • projectedGenerator L (krylovSpace L v m)) v‖
      ≤ 2 * ‖v‖ * (|t| * ‖L‖) ^ m * Real.exp (|t| * ‖L‖) / m.factorial := by
  have hc : projectedGenerator ((-(I * t)) • L) (krylovSpace L v m)
      = (-(I * t)) • projectedGenerator L (krylovSpace L v m) := by
    ext x
    simp [projectedGenerator]
  have hn : ‖(-(I * t)) • L‖ = |t| * ‖L‖ := by
    rw [norm_smul]
    simp
  have h := krylov_error_bound ((-(I * t)) • L) (krylovSpace L v m) v m (fun k hk => by
    rw [smul_pow]
    exact Submodule.smul_mem _ _ (mem_krylovSpace L v hk))
  rwa [hc, hn] at h
```

In the last theorem, `hinv` is the invariance of the Krylov space under `A`, and `hall` places every \(A^kv\) in it. The two exponential series then have the same terms, and a convergent series has only one sum.

```lean
/-- If `A^m v` already lies in the `m`-th Krylov space, propagation of `v` with the
projected generator is exact. -/
theorem krylov_exact (A : E →L[ℂ] E) (v : E) (m : ℕ)
    (h : (A ^ m) v ∈ krylovSpace A v m) :
    NormedSpace.exp (projectedGenerator A (krylovSpace A v m)) v = NormedSpace.exp A v := by
  -- the Krylov space is invariant under A
  have hinv : krylovSpace A v m ≤ (krylovSpace A v m).comap (A : E →ₗ[ℂ] E) := by
    refine Submodule.span_le.mpr ?_
    rintro _ ⟨i, rfl⟩
    change A ((A ^ (i : ℕ)) v) ∈ krylovSpace A v m
    rw [← pow_succ_apply]
    rcases Nat.lt_or_ge ((i : ℕ) + 1) m with hi | hi
    · exact mem_krylovSpace A v hi
    · have him : (i : ℕ) + 1 = m := by have := i.isLt; omega
      rw [him]
      exact h
  have hall : ∀ k, (A ^ k) v ∈ krylovSpace A v m := by
    intro k
    induction k with
    | zero =>
      rcases Nat.eq_zero_or_pos m with hm | hm
      · subst hm
        exact h
      · exact mem_krylovSpace A v hm
    | succ k ih =>
      rw [pow_succ_apply]
      exact hinv ih
  -- hence all terms of the two exponential series agree
  have hs := exp_apply_hasSum (projectedGenerator A (krylovSpace A v m)) v
  have hp : ∀ k, (projectedGenerator A (krylovSpace A v m) ^ k) v = (A ^ k) v := fun k =>
    projected_pow_apply A _ v (k + 1) (fun j _ => hall j) k (Nat.lt_succ_self k)
  simp only [hp] at hs
  exact hs.unique (exp_apply_hasSum A v)

end

end KrylovPropagation
```

```lean
#print axioms KrylovPropagation.projected_pow_first_missed
-- 'KrylovPropagation.projected_pow_first_missed' depends on axioms: [propext, Classical.choice, Quot.sound]
#print axioms KrylovPropagation.krylov_error_bound
-- 'KrylovPropagation.krylov_error_bound' depends on axioms: [propext, Classical.choice, Quot.sound]
#print axioms KrylovPropagation.krylov_time_step
-- 'KrylovPropagation.krylov_time_step' depends on axioms: [propext, Classical.choice, Quot.sound]
#print axioms KrylovPropagation.krylov_exact
-- 'KrylovPropagation.krylov_exact' depends on axioms: [propext, Classical.choice, Quot.sound]
```

The theorems concern a single step with a constant generator in exact arithmetic. They do not cover rounding errors, loss of orthogonality in a computed basis, or a generator that changes during the step.

## The step in a spin-dynamics code

For a large spin system, a program can apply \(L\) to vectors without ever forming \(\exp(-itL)\). Starting from \(v\ne0\), the Arnoldi procedure builds an orthonormal basis of \(K_m\), stored as the columns of a matrix \(V\) whose first column is \(v/\|v\|\). Then \(P=VV^\dagger\), and with the small matrix \(H=V^\dagger LV\),

\[
\exp(-it\,PLP)\,v=\|v\|\,V\exp(-itH)\,e_1,
\]

where \(e_1\) is the first unit vector. This identity is ordinary linear algebra added here to link the theorem to a program; it is not one of the formal statements. If the procedure finds no new direction after \(m\) vectors, then \(L^mv\in K_m\), which is the exact case.

In exact arithmetic, the bound gives a safe, often pessimistic choice of \(m\) and \(t\) for one step of a finite spin system with constant \(L\). For \(|t|\,\|L\|=1\) and \(m=10\) it is about \(1.5\times10^{-6}\,\|v\|\). For \(|t|\,\|L\|=10\) and the same \(m\) it is about \(10^8\,\|v\|\) and carries no useful information, so one takes a larger \(m\) or divides the interval into shorter steps, building a new Krylov space from the current vector each time. The state enters the bound only through its norm. If \(v\) contains a large identity part beside a small thermal polarisation, a bound that is small against \(\|v\|\) need not be small against the polarisation.
